# The spin-up double-counting potential as the derivative of the fully localized energy

The fully localized double-counting energy for spin populations $a$ and $b$ is $E = \tfrac{U}{2}(a+b)(a+b-1) - \tfrac{J}{2}\,[a(a-1) + b(b-1)]$. The declaration `fll_potential` states that its derivative with respect to the spin-up population $a$, with $b$, $U$ and $J$ held fixed, is the potential $U(a+b-\tfrac12) - J(a-\tfrac12)$. All four quantities are arbitrary real numbers, so the populations may be fractional and no bounds are placed on them. The attempt differentiates the $U$ term and the $J$ term separately by the product rule, subtracts the results, and uses `convert` to match the difference to the stated form.

In Lean, a first try:

```lean
import Mathlib

open Finset

namespace FllPotential

noncomputable section

/-- The fully localized double-counting energy for spin populations `a` and `b`. -/
def fllEnergy (U J a b : ℝ) : ℝ :=
  U * (a + b) * (a + b - 1) / 2 - J * (a * (a - 1) + b * (b - 1)) / 2

/-- The double-counting potential for spin-up electrons, the derivative of the fully localized
energy with respect to their number `a`, is `U (a + b - 1/2) - J (a - 1/2)`. -/
theorem fll_potential (U J a b : ℝ) :
    HasDerivAt (fun x => fllEnergy U J x b) (U * (a + b - 1 / 2) - J * (a - 1 / 2)) a := by
  have h := hasDerivAt_id' a
  have h1 := ((h.add_const b).fun_mul ((h.add_const b).sub_const 1)).const_mul (U / 2)
  have h2 := ((h.fun_mul (h.sub_const 1)).add_const (b * (b - 1))).const_mul (J / 2)
  convert h1.fun_sub h2 using 1
  · ext x
    simp only [fllEnergy]
    ring
  · ring

end

end FllPotential
```

Messages:

```
Main.lean:23:4: error: No goals to be solved
Main.lean:24:4: error: `ring_nf` made no progress on the goal
Main.lean:16:89: error: unsolved goals
case e'_8
U J a b : ℝ
h : HasDerivAt (fun x => x) 1 a
h1 : HasDerivAt (fun y => U / 2 * ((y + b) * (y + b - 1))) (U / 2 * (1 * (a + b - 1) + (a + b) * 1)) a
h2 : HasDerivAt (fun y => J / 2 * (y * (y - 1) + b * (b - 1))) (J / 2 * (1 * (a - 1) + a * 1)) a
⊢ (fun x => fllEnergy U J x b) = fun i => U / 2 * ((i + b) * (i + b - 1)) - J / 2 * (i * (i - 1) + b * (b - 1))

case e'_9
U J a b : ℝ
h : HasDerivAt (fun x => x) 1 a
h1 : HasDerivAt (fun y => U / 2 * ((y + b) * (y + b - 1))) (U / 2 * (1 * (a + b - 1) + (a + b) * 1)) a
h2 : HasDerivAt (fun y => J / 2 * (y * (y - 1) + b * (b - 1))) (J / 2 * (1 * (a - 1) + a * 1)) a
⊢ U * (a + b - 1 / 2) - J * (a - 1 / 2) = U / 2 * (1 * (a + b - 1) + (a + b) * 1) - J / 2 * (1 * (a - 1) + a * 1)
Main.lean:22:15: warning: This simp argument is unused:
  fllEnergy

Hint: Omit it from the simp argument list.
  [apply] simp only

Note: This linter can be disabled with `set_option linter.unusedSimpArgs false`
```

Fix (accepted with no message):

```diff
@@ -18,9 +18,11 @@
   have h1 := ((h.add_const b).fun_mul ((h.add_const b).sub_const 1)).const_mul (U / 2)
   have h2 := ((h.fun_mul (h.sub_const 1)).add_const (b * (b - 1))).const_mul (J / 2)
-  convert h1.fun_sub h2 using 1
-  · ext x
-    simp only [fllEnergy]
+  have e : (fun x => fllEnergy U J x b) = fun x =>
+      U / 2 * ((x + b) * (x + b - 1)) - J / 2 * (x * (x - 1) + b * (b - 1)) := by
+    funext x
+    unfold fllEnergy
     ring
-  · ring
+  rw [e]
+  exact (h1.fun_sub h2).congr_deriv (by ring)
 
 end
```

The proof has two bullets after `convert ... using 1`, one for the function and one for the derivative's value. But `convert` left four goals, and those two came last: they are the unsolved `e'_8` and `e'_9`. The bullets were spent on two earlier goals, which the messages don't print; they presumably equate instance arguments of `HasDerivAt`.

On the first of these, `simp only` closed the goal without using `fllEnergy`, hence the warning, and `ring` then had "No goals to be solved". On the second, `ring` made no progress.

The repair does without `convert`. It states the equality of functions as `e`, proves it by unfolding the energy and calling `ring`, and rewrites with it. The function in the goal now matches that of `h1.fun_sub h2`, and `congr_deriv` leaves only the equality of the two derivative values for `ring`. `exact` checks the instance arguments by unification, so they no longer appear as goals. Using `funext` and `unfold` in place of `ext` and `simp only` is mere tidying.
